# Strength-weighted squared energy deviations, each divided by its energy, from three spectral moments

The excitation energies are the eigenvalues λᵢ of a finite Hermitian matrix M, all assumed positive, and the strength wᵢ is the squared modulus of the component of a vector f along the i-th eigenvector. With the moments S_k = Re⟨f, M^k f⟩, the theorem `deviation` states that S₁ − 2e S₀ + e² S₋₁ = Σᵢ wᵢ(λᵢ − e)²/λᵢ for every real e. The vector f need not be normalised; if it is nonzero, dividing both sides by S₀ = ‖f‖² turns the right-hand side into the mean of (λᵢ − e)²/λᵢ over the normalised strengths. The attempt writes each moment as a sum over states, merges the three sums into one, and then proves the identity term by term, rewriting the powers 1, 0 and −1 before finishing with `field_simp` and `ring`.

An attempt in Lean 4 with a fault in it:

```lean
import Mathlib

open Matrix

namespace Deviation

noncomputable section

variable {n : Type*} [Fintype n] [DecidableEq n] {M : Matrix n n ℂ}

/-- The spectral moment `S_k = Re ⟨f, M^k f⟩` for an integer `k`; for negative `k` the domain is
that of invertible `M`. -/
def moment (M : Matrix n n ℂ) (f : n → ℂ) (k : ℤ) : ℝ :=
  (star f ⬝ᵥ (M ^ k) *ᵥ f).re

/-- The unitary matrix whose columns are the eigenvectors of `M`. -/
def modes (hM : M.IsHermitian) : Matrix n n ℂ := hM.eigenvectorUnitary

/-- The transition amplitudes: the components of `f` along the eigenvectors of `M`. -/
def amplitude (hM : M.IsHermitian) (f : n → ℂ) : n → ℂ := star (modes hM) *ᵥ f

/-- The transition strength into each eigenvector, the squared modulus of the amplitude. -/
def weight (hM : M.IsHermitian) (f : n → ℂ) (i : n) : ℝ := Complex.normSq (amplitude hM f i)

lemma modes_mul_star (hM : M.IsHermitian) : modes hM * star (modes hM) = 1 :=
  Matrix.mem_unitaryGroup_iff.mp hM.eigenvectorUnitary.2

lemma spectral (hM : M.IsHermitian) :
    M = modes hM * diagonal (fun i => (hM.eigenvalues i : ℂ)) * star (modes hM) := by
  have h := hM.spectral_theorem
  rw [Unitary.conjStarAlgAut_apply] at h
  exact h

lemma diagonal_zpow' (d : n → ℂ) (hd : ∀ i, d i ≠ 0) (k : ℤ) :
    (diagonal d) ^ k = diagonal (fun i => d i ^ k) := by
  cases k with
  | ofNat m =>
    rw [Int.ofNat_eq_natCast, zpow_natCast, Matrix.diagonal_pow]
    exact congrArg Matrix.diagonal (funext fun i => (zpow_natCast (d i) m).symm)
  | negSucc m =>
    rw [zpow_negSucc, Matrix.diagonal_pow]
    apply Matrix.inv_eq_right_inv
    rw [Matrix.diagonal_mul_diagonal, ← Matrix.diagonal_one]
    refine congrArg Matrix.diagonal (funext fun i => ?_)
    rw [zpow_negSucc]
    exact mul_inv_cancel₀ (pow_ne_zero _ (hd i))

lemma zpow_conj {U A : Matrix n n ℂ} {d : n → ℂ} (hd : ∀ i, d i ≠ 0) (hU : U * star U = 1)
    (hA : A = U * diagonal d * star U) (k : ℤ) :
    A ^ k = U * diagonal (fun i => d i ^ k) * star U := by
  have hs : SemiconjBy U (diagonal d) A := by
    change U * diagonal d = A * U
    rw [hA, mul_assoc _ (star U) U, mul_eq_one_comm.mp hU, mul_one]
  have hD : IsUnit (diagonal d).det := by
    rw [Matrix.det_diagonal, isUnit_iff_ne_zero]
    exact Finset.prod_ne_zero_iff.mpr fun i _ => hd i
  have hA' : IsUnit A.det := by
    rw [hA, Matrix.det_mul, Matrix.det_mul, mul_right_comm, ← Matrix.det_mul, hU,
      Matrix.det_one, one_mul]
    exact hD
  have h := (Matrix.SemiconjBy.zpow_right hD hA' hs k).eq
  rw [← diagonal_zpow' d hd, h, mul_assoc, hU, mul_one]

/-- Sum over states: if all excitation energies are positive, every moment is the sum of the
transition strengths weighted by the `k`-th power of the energy. -/
theorem sum_over_states (hM : M.IsHermitian) (hpos : ∀ i, 0 < hM.eigenvalues i)
    (f : n → ℂ) (k : ℤ) :
    moment M f k = ∑ i, hM.eigenvalues i ^ k * weight hM f i := by
  have key (z : ℂ) (x : ℝ) :
      (star z * ((x : ℂ) ^ k * z)).re = x ^ k * Complex.normSq z := by
    rw [← Complex.ofReal_zpow]
    generalize x ^ k = r
    simp only [Complex.star_def, Complex.mul_re, Complex.mul_im, Complex.conj_re,
      Complex.conj_im, Complex.ofReal_re, Complex.ofReal_im, Complex.normSq_apply]
    ring
  have hc : star f ᵥ* modes hM = star (amplitude hM f) := by
    rw [amplitude, Matrix.star_mulVec, ← Matrix.star_eq_conjTranspose, star_star]
  have hz := zpow_conj (fun i => Complex.ofReal_ne_zero.mpr (hpos i).ne')
    (modes_mul_star hM) (spectral hM) k
  rw [moment, hz, ← Matrix.mulVec_mulVec, ← Matrix.mulVec_mulVec, Matrix.dotProduct_mulVec, hc]
  simp only [dotProduct, Matrix.mulVec_diagonal, Pi.star_apply, Complex.re_sum]
  exact Finset.sum_congr rfl fun i _ => key _ _

/-- For positive excitation energies and any trial energy `e`, this combination of three moments is
the strength-weighted sum of the squared deviations of the energies from `e`, each divided by the
energy concerned. -/
theorem deviation (hM : M.IsHermitian) (hpos : ∀ i, 0 < hM.eigenvalues i) (f : n → ℂ) (e : ℝ) :
    moment M f 1 - 2 * e * moment M f 0 + e ^ 2 * moment M f (-1) =
      ∑ i, weight hM f i * (hM.eigenvalues i - e) ^ 2 / hM.eigenvalues i := by
  simp only [sum_over_states hM hpos]
  rw [Finset.mul_sum, Finset.mul_sum, ← Finset.sum_sub_distrib, ← Finset.sum_add_distrib]
  refine Finset.sum_congr rfl fun i _ => ?_
  have h := (hpos i).ne'
  rw [zpow_one, zpow_zero, zpow_neg_one]
  field_simp
  ring

end

end Deviation
```

The error:

```
Main.lean:94:27: error: Ambiguous term
  zpow_neg_one
Possible interpretations:
  _root_.zpow_neg_one : ∀ (x : ?m.181), x ^ (-1) = x⁻¹
  
  Matrix.zpow_neg_one : ∀ (A : Matrix ?m.181 ?m.181 ?m.184), A ^ (-1) = A⁻¹
Main.lean:89:76: error: unsolved goals
n : Type u_1
inst✝¹ : Fintype n
inst✝ : DecidableEq n
M : Matrix n n ℂ
hM : M.IsHermitian
hpos : ∀ (i : n), 0 < hM.eigenvalues i
f : n → ℂ
e : ℝ
i : n
x✝ : i ∈ Finset.univ
h : hM.eigenvalues i ≠ 0
⊢ hM.eigenvalues i * weight hM f i - 2 * e * (1 * weight hM f i) + e ^ 2 * (hM.eigenvalues i ^ (-1) * weight hM f i) =
    weight hM f i * (hM.eigenvalues i - e) ^ 2 / hM.eigenvalues i
```

The mended proof, as a diff:

```diff
@@ -92,5 +92,5 @@
   refine Finset.sum_congr rfl fun i _ => ?_
   have h := (hpos i).ne'
-  rw [zpow_one, zpow_zero, zpow_neg_one]
+  rw [zpow_one, zpow_zero, _root_.zpow_neg_one]
   field_simp
   ring
```

Diagnosis. The first message concerns a name. Because the file has `open Matrix`, `zpow_neg_one` can mean either the general lemma `_root_.zpow_neg_one` or `Matrix.zpow_neg_one`, which is about matrices. The `rw` gives the bare name no expected type that would decide between them, so Lean reports an ambiguous term, although only the general lemma fits the real number `hM.eigenvalues i ^ (-1)` in the goal.

The second message is a consequence of the first. The goal it prints is the one left after `zpow_one` and `zpow_zero` had done their work: the power −1 is still there, and `field_simp` and `ring` have not been run.

The diff writes `_root_.zpow_neg_one`, which names the general lemma outright. The power then becomes an inverse, and `field_simp` and `ring` close the goal as they stood.
